# The operator (2 − c − c²)/3 annihilates a three-particle function exactly when the cyclic shift c leaves it unchanged

Let F be any complex-valued function of three particle coordinates, each taking values in an arbitrary set X; neither normalisation nor any exchange symmetry is assumed. The cyclic shift c permutes the three coordinates, and M = (2 − c − c²)/3. The lemma says that MF = 0 if and only if cF = F. For the forward direction, the proof evaluates MF = 0 at a point and at its shifted point, uses the fact that three shifts restore the point, and subtracts the two equations. For the converse, it writes out MF at a point x and tries to use the invariance of F to turn both shifted values into F(x).

The failing Lean file:

```lean
import Mathlib

open Equiv

namespace MixedEqZeroIff

noncomputable section

/-- Complex functions of three particle coordinates, each taking values in `X`. -/
abbrev Wave (X : Type*) := (Fin 3 → X) → ℂ

/-- The operator that permutes the particle coordinates: `(P_s F)(x) = F(x ∘ s)`. -/
def relabel (X : Type*) (s : Perm (Fin 3)) : Module.End ℂ (Wave X) where
  toFun F := fun x => F (x ∘ s)
  map_add' _ _ := rfl
  map_smul' _ _ := rfl

/-- The cyclic shift `c` of the three coordinates. -/
def shift (X : Type*) : Module.End ℂ (Wave X) := relabel X (finRotate 3)

/-- The operator `M = (2 - c - c²) / 3`. -/
def mixed (X : Type*) : Module.End ℂ (Wave X) :=
  (1 / 3 : ℂ) • ((2 : ℂ) • 1 - shift X - shift X ^ 2)

variable (X : Type*)

variable {X}

private theorem mixed_apply (F : Wave X) (x : Fin 3 → X) :
    mixed X F x =
      (2 * F x - F (x ∘ finRotate 3) - F ((x ∘ finRotate 3) ∘ finRotate 3)) / 3 := by
  rw [mixed, pow_two]
  change (1 / 3 : ℂ) *
    (2 * F x - F (x ∘ finRotate 3) - F ((x ∘ finRotate 3) ∘ finRotate 3)) = _
  ring

private theorem rot_cube (x : Fin 3 → X) :
    ((x ∘ finRotate 3) ∘ finRotate 3) ∘ finRotate 3 = x := by
  have h : ∀ i : Fin 3, finRotate 3 (finRotate 3 (finRotate 3 i)) = i := by decide +kernel
  exact funext fun i => congrArg x (h i)

variable (X)

variable {X}

/-- `M` annihilates exactly the functions that are unchanged by the cyclic shift. -/
theorem mixed_eq_zero_iff (F : Wave X) : mixed X F = 0 ↔ shift X F = F := by
  constructor
  · intro h
    funext x
    have h0 := congrFun h x
    have h1 := congrFun h (x ∘ finRotate 3)
    rw [mixed_apply, Pi.zero_apply] at h0 h1
    rw [rot_cube] at h1
    change F (x ∘ finRotate 3) = F x
    linear_combination h1 - h0
  · intro h
    have h' : ∀ x, F (x ∘ finRotate 3) = F x := fun x => congrFun h x
    funext x
    rw [mixed_apply, h', h', Pi.zero_apply]
    ring

end

end MixedEqZeroIff
```

Lean reports:

```
Try this:
  [apply] ring_nf
  
  The `ring` tactic failed to close the goal. Use `ring_nf` to obtain a normal form.
    
  Note that `ring` works primarily in *commutative* rings. If you have a noncommutative ring, abelian group or module, consider using `noncomm_ring`, `abel` or `module` instead.
Main.lean:57:2: error: unsolved goals
case mpr
X : Type u_1
F : Wave X
h : (shift X) F = F
h' : ∀ (x : Fin 3 → X), F (x ∘ ⇑(finRotate 3)) = F x
x : Fin 3 → X
⊢ F x * (1 / 3) + F (x ∘ ⇑(finRotate 3)) * (-1 / 3) = 0
```

Diagnosis. The error is in the converse. After `mixed_apply`, the goal contains F at x, at x shifted once and at x shifted twice. The hypothesis `h'` removes one shift, for any point. In `rw`, a bare `h'` takes its point from the first match and then rewrites only instances at that point.

The remaining goal shows what happened: the first `h'` turned the once-shifted value into `F x`, and the second turned the twice-shifted value into a once-shifted one. No rewrite was left to remove that last shift. The goal still follows from `h'`, but `ring` does not use hypotheses, so it could not close it. The suggestion to try `ring_nf` reports this same failure and would not help.

The repair fixes the points and their order. `h' (x ∘ finRotate 3)` first reduces the twice-shifted value to a once-shifted one, so that `h' x` then rewrites both once-shifted values together. The numerator becomes 2F(x) − F(x) − F(x), and `ring` closes the goal.

Fix (accepted with no message):

```diff
@@ -58,5 +58,5 @@
     have h' : ∀ x, F (x ∘ finRotate 3) = F x := fun x => congrFun h x
     funext x
-    rw [mixed_apply, h', h', Pi.zero_apply]
+    rw [mixed_apply, h' (x ∘ finRotate 3), h' x, Pi.zero_apply]
     ring
 
```
